# Removing the Hartree self-repulsion of one electron on a dimer raises its polarizability from 1/(t + u/2) to 1/t

A finite-field calculation of a polarizability applies a small field, minimizes the energy and divides the induced polarization by the field. Repeating it with a Perdew-Zunger correction shows how that correction changes the response. Here this is done for one electron on two sites, with hopping t > 0, on-site Hartree self-repulsion u > 0 and no exchange-correlation term. The polarization is the difference of the site occupations, and the field is measured by the energy F by which it shifts each site. Both quotients have simple limits as F tends to zero, and the corrected one is larger.

```lean
import Mathlib

open Filter Topology Set

namespace PerdewZungerDimer

noncomputable section
```

## The orbital and its energy

The electron occupies a real orbital with amplitudes a and b, where a² + b² = 1. The field F lowers the first site by F and raises the second by F, so F is an energy. The orbital energy is

E = −2t ab + (u/2)(a⁴ + b⁴) − F(a² − b²).

The middle term is the Hartree energy of the electron's density with itself, which a single electron should not have.

```lean
/-- Energy of one electron in the real orbital `(a, b)` on two sites: hopping `t`,
Hartree self-repulsion `u` on each site, and a field `F` favouring the first site. -/
def orbitalEnergy (t u F a b : ℝ) : ℝ :=
  -2 * t * (a * b) + u / 2 * (a ^ 4 + b ^ 4) - F * (a ^ 2 - b ^ 2)
```

The polarization p = a² − b² is the difference of the site occupations. Since a² = (1 + p)/2 and b² = (1 − p)/2, the self-repulsion becomes u(1 + p²)/4.

```lean
/-- The spurious self-repulsion of one electron with site polarization `p`. -/
def selfRepulsion (u p : ℝ) : ℝ := u * (1 + p ^ 2) / 4
```

Likewise 4a²b² = 1 − p², so 2|ab| = √(1 − p²). With the amplitudes in phase, the energy is

E(p) = −t√(1 − p²) + u(1 + p²)/4 − Fp.

```lean
/-- The dimer energy as a function of the polarization `p`, for `p` in `[-1, 1]`. -/
def dimerEnergy (t u F p : ℝ) : ℝ :=
  -t * √(1 - p ^ 2) + selfRepulsion u p - F * p
```

The general Perdew-Zunger correction subtracts the Hartree and exchange-correlation self-energies of every occupied orbital. This model has one orbital and no exchange-correlation term, so only the Hartree part is subtracted. With an approximate exchange-correlation functional, the exchange-correlation self-energy is subtracted too, and the correction can then lower the polarizability instead of raising it.

```lean
/-- The Perdew-Zunger corrected energy: the self-repulsion of the electron is subtracted. -/
def pzEnergy (t u F p : ℝ) : ℝ := dimerEnergy t u F p - selfRepulsion u p
```

A ground polarization is a global minimizer on [−1, 1], endpoints included. The definition takes any energy function, so it serves both energies.

```lean
/-- `p` minimizes the energy function `E` over all polarizations in `[-1, 1]`. -/
def IsGroundPolarization (E : ℝ → ℝ) (p : ℝ) : Prop :=
  p ∈ Icc (-1 : ℝ) 1 ∧ ∀ q ∈ Icc (-1 : ℝ) 1, E p ≤ E q
```

For t ≥ 0, the inequality ab ≤ |ab| makes E(p) a lower bound for the orbital energy, with equality when ab ≥ 0. The code obtains the two identities above from normalization and then compares the hopping terms.

```lean
/-- For `t ≥ 0` the dimer energy at polarization `a² - b²` is a lower bound for the energy of
the normalized orbital `(a, b)`, and equals it when the amplitudes do not differ in sign. -/
theorem dimerEnergy_le_orbitalEnergy {t a b : ℝ} (u F : ℝ) (ht : 0 ≤ t)
    (h : a ^ 2 + b ^ 2 = 1) :
    dimerEnergy t u F (a ^ 2 - b ^ 2) ≤ orbitalEnergy t u F a b ∧
      (0 ≤ a * b → dimerEnergy t u F (a ^ 2 - b ^ 2) = orbitalEnergy t u F a b) := by
  have hsq : √(1 - (a ^ 2 - b ^ 2) ^ 2) = |2 * a * b| := by
    rw [← Real.sqrt_sq_eq_abs]
    congr 1
    linear_combination (-(a ^ 2 + b ^ 2 + 1)) * h
  have hr : selfRepulsion u (a ^ 2 - b ^ 2) = u / 2 * (a ^ 4 + b ^ 4) := by
    unfold selfRepulsion
    linear_combination (-(u / 4) * (a ^ 2 + b ^ 2 + 1)) * h
  unfold dimerEnergy orbitalEnergy
  rw [hsq, hr]
  constructor
  · have := mul_le_mul_of_nonneg_left (le_abs_self (2 * a * b)) ht
    linarith
  · intro hab
    rw [abs_of_nonneg (by linarith : 0 ≤ 2 * a * b)]
    ring
```

Taking a = √((1 + p)/2) and b = √((1 − p)/2) reaches every p in [−1, 1], so minimizing over p amounts to minimizing over orbitals; this surjectivity is a remark, not part of the Lean theorem.

## A polarization at which the forces balance

Inside the interval, 1 − p² = (1 − p)(1 + p) > 0, so division by √(1 − p²) is safe.

```lean
/-- The factor `√(1 - p²)` is positive when the electron is not fully on one site. -/
theorem bond_pos {p : ℝ} (hp : p ∈ Ioo (-1 : ℝ) 1) : 0 < √(1 - p ^ 2) :=
  Real.sqrt_pos.2 (by nlinarith [mul_pos (sub_pos.2 hp.1) (sub_pos.2 hp.2)])
```

Setting the derivative of E to zero gives the force balance

tp/√(1 − p²) + up/2 = F.

To find a solution, multiply by the root and consider

g(p) = tp + (up/2 − F)√(1 − p²).

Here g(0) = −F < 0 and g(1) = t > 0. The intermediate value theorem gives a zero in (0, 1), and dividing by the root restores the balance. The sign of u plays no role here.

```lean
/-- For `t > 0` and `F > 0`, some polarization strictly between 0 and 1 balances the field against
the hopping force and the on-site force `u p / 2`, whatever the sign of `u`. -/
theorem exists_balance {t F : ℝ} (u : ℝ) (ht : 0 < t) (hF : 0 < F) :
    ∃ p ∈ Ioo (0 : ℝ) 1, t * p / √(1 - p ^ 2) + u / 2 * p = F := by
  -- the balance multiplied by the bond factor changes sign on [0, 1]
  have hc : Continuous (fun p : ℝ => t * p + (u / 2 * p - F) * √(1 - p ^ 2)) := by
    fun_prop
  obtain ⟨p, hp, h0⟩ := intermediate_value_Ioo (zero_le_one' ℝ) hc.continuousOn
    (show (0 : ℝ) ∈ Ioo _ _ from ⟨by simp [hF], by simp [ht]⟩)
  dsimp only at h0
  have hs := bond_pos ⟨by linarith [hp.1], hp.2⟩
  have h1 : t * p / √(1 - p ^ 2) = F - u / 2 * p := by
    rw [div_eq_iff hs.ne']
    linear_combination h0
  exact ⟨p, hp, by linarith⟩
```

## Why the balance point is the only minimum

Let p satisfy the balance and let q be any polarization in [−1, 1]. Write s = √(1 − p²) and r = √(1 − q²), and substitute F = tp/s + up/2 into E(q) − E(p). The self-repulsion terms give

(u/4)(q² − p²) − (u/2)p(q − p) = (u/4)(q − p)².

The hopping terms, using s² + p² = 1, give

−t(r − s) − (tp/s)(q − p) = (t/s)(1 − rs − pq).

Since r² + q² = 1 as well, (r − s)² + (q − p)² = 2(1 − rs − pq). Therefore

E(q) − E(p) = t[(r − s)² + (q − p)²]/(2s) + (u/4)(q − p)².

In the proof, `w` stands for t/s, which removes the denominators before the final `linear_combination`.

```lean
/-- If the forces balance at `p` in `(-1, 1)`, the energy at any `q` in `[-1, 1]` minus the energy
at `p` is an explicit combination of squares, whose coefficients are nonnegative when `t ≥ 0` and
`u ≥ 0`. -/
theorem energy_excess {t u F p q : ℝ} (hp : p ∈ Ioo (-1 : ℝ) 1) (hq : q ∈ Icc (-1 : ℝ) 1)
    (h : t * p / √(1 - p ^ 2) + u / 2 * p = F) :
    dimerEnergy t u F q - dimerEnergy t u F p =
      t * ((√(1 - q ^ 2) - √(1 - p ^ 2)) ^ 2 + (q - p) ^ 2) / (2 * √(1 - p ^ 2))
        + u / 4 * (q - p) ^ 2 := by
  have hs := bond_pos hp
  have hs2 : √(1 - p ^ 2) ^ 2 = 1 - p ^ 2 := Real.sq_sqrt (Real.sqrt_pos.1 hs).le
  have hr2 : √(1 - q ^ 2) ^ 2 = 1 - q ^ 2 :=
    Real.sq_sqrt (by nlinarith [mul_nonneg (sub_nonneg.2 hq.1) (sub_nonneg.2 hq.2)])
  -- measure the hopping in units of the bond factor, t = w √(1 - p²)
  obtain ⟨w, hw⟩ : ∃ w, t = w * √(1 - p ^ 2) :=
    ⟨t / √(1 - p ^ 2), (div_mul_cancel₀ t hs.ne').symm⟩
  have e1 : w * √(1 - p ^ 2) * p / √(1 - p ^ 2) = w * p := by
    rw [div_eq_iff hs.ne']
    ring
  have e2 : w * √(1 - p ^ 2) * ((√(1 - q ^ 2) - √(1 - p ^ 2)) ^ 2 + (q - p) ^ 2)
      / (2 * √(1 - p ^ 2)) = w * ((√(1 - q ^ 2) - √(1 - p ^ 2)) ^ 2 + (q - p) ^ 2) / 2 := by
    rw [div_eq_iff (mul_pos two_pos hs).ne']
    ring
  have hF : F = w * p + u / 2 * p := by
    rw [← h, hw, e1]
  unfold dimerEnergy selfRepulsion
  rw [hF, hw, e2]
  linear_combination w / 2 * hs2 - w / 2 * hr2
```

For t > 0, u ≥ 0 and q ≠ p, the first term is positive and the second is nonnegative, so E(p) < E(q).

```lean
/-- For `t > 0` and `u ≥ 0`, a polarization in `(-1, 1)` at which the forces balance has
strictly lower energy than every other polarization in `[-1, 1]`. -/
theorem energy_lt {t u F p q : ℝ} (ht : 0 < t) (hu : 0 ≤ u) (hp : p ∈ Ioo (-1 : ℝ) 1)
    (hq : q ∈ Icc (-1 : ℝ) 1) (h : t * p / √(1 - p ^ 2) + u / 2 * p = F) (hne : q ≠ p) :
    dimerEnergy t u F p < dimerEnergy t u F q := by
  have hx := energy_excess hp hq h
  have hd : 0 < (q - p) ^ 2 := by
    have := sub_ne_zero.2 hne
    positivity
  have h1 := div_pos (mul_pos ht (add_pos_of_nonneg_of_pos
    (sq_nonneg (√(1 - q ^ 2) - √(1 - p ^ 2))) hd)) (mul_pos two_pos (bond_pos hp))
  have h2 : 0 ≤ u / 4 * (q - p) ^ 2 := by positivity
  linarith
```

The balance point is thus a minimizer, and any other minimizer would contradict the strict inequality. In the statement, `∃!` means that there is exactly one.

```lean
/-- For `t > 0`, `u ≥ 0` and `F > 0` the dimer energy has exactly one minimizer
on `[-1, 1]`. -/
theorem existsUnique_ground {t u F : ℝ} (ht : 0 < t) (hu : 0 ≤ u) (hF : 0 < F) :
    ∃! p, IsGroundPolarization (dimerEnergy t u F) p := by
  obtain ⟨r, hr, hb⟩ := exists_balance u ht hF
  have hr' : r ∈ Ioo (-1 : ℝ) 1 := ⟨by linarith [hr.1], hr.2⟩
  refine ⟨r, ⟨⟨hr'.1.le, hr'.2.le⟩, fun q hq => ?_⟩, ?_⟩
  · rcases eq_or_ne q r with rfl | hne
    · exact le_rfl
    · exact (energy_lt ht hu hr' hq hb hne).le
  · rintro y ⟨hy, hmin⟩
    by_contra hne
    exact absurd (hmin r ⟨hr'.1.le, hr'.2.le⟩)
      (not_le_of_gt (energy_lt ht hu hr' hy hb hne))
```

By the same comparison, any given minimizer equals the balance point. It therefore lies in (0, 1) and obeys the force balance.

```lean
/-- For `t > 0`, `u ≥ 0` and `F > 0`, the minimizing polarization lies strictly between
0 and 1 and satisfies the force balance. -/
theorem ground_balance {t u F p : ℝ} (ht : 0 < t) (hu : 0 ≤ u) (hF : 0 < F)
    (hp : IsGroundPolarization (dimerEnergy t u F) p) :
    p ∈ Ioo (0 : ℝ) 1 ∧ t * p / √(1 - p ^ 2) + u / 2 * p = F := by
  obtain ⟨r, hr, hb⟩ := exists_balance u ht hF
  have hr' : r ∈ Ioo (-1 : ℝ) 1 := ⟨by linarith [hr.1], hr.2⟩
  have hpr : p = r := by
    by_contra hne
    exact absurd (hp.2 r ⟨hr'.1.le, hr'.2.le⟩)
      (not_le_of_gt (energy_lt ht hu hr' hp.1 hb hne))
  rw [hpr]
  exact ⟨hr, hb⟩
```

## Stronger self-repulsion, smaller polarization

Let p and q be the ground polarizations for repulsions u < v at the same t and F. Suppose p ≤ q. Since x/√(1 − x²) increases on [0, 1),

tp/√(1 − p²) ≤ tq/√(1 − q²), and up/2 < vp/2 ≤ vq/2.

Adding these gives F < F, a contradiction. Hence q < p.

```lean
/-- At fixed hopping `t > 0` and field `F > 0`, a stronger self-repulsion `v > u ≥ 0` gives a
strictly smaller ground polarization. -/
theorem ground_lt_of_repulsion_lt {t u v F p q : ℝ} (ht : 0 < t) (hu : 0 ≤ u) (huv : u < v)
    (hF : 0 < F) (hp : IsGroundPolarization (dimerEnergy t u F) p)
    (hq : IsGroundPolarization (dimerEnergy t v F) q) : q < p := by
  obtain ⟨⟨hp0, hp1⟩, hbp⟩ := ground_balance ht hu hF hp
  obtain ⟨⟨hq0, hq1⟩, hbq⟩ := ground_balance ht (hu.trans huv.le) hF hq
  by_contra hlt
  have hle : p ≤ q := not_lt.1 hlt
  -- otherwise both restoring forces would be at least as large, one of them strictly
  have hs : √(1 - q ^ 2) ≤ √(1 - p ^ 2) := Real.sqrt_le_sqrt (by nlinarith)
  have h1 : t * p / √(1 - p ^ 2) ≤ t * q / √(1 - q ^ 2) :=
    div_le_div₀ (mul_pos ht hq0).le (mul_le_mul_of_nonneg_left hle ht.le)
      (bond_pos ⟨by linarith, hq1⟩) hs
  have h2 := mul_lt_mul_of_pos_right huv hp0
  have h3 := mul_le_mul_of_nonneg_left hle (hu.trans huv.le)
  linarith
```

## The zero-field limit

Now let p(F) be the ground polarization at each F > 0. Because √(1 − p²) ≤ 1, the balance gives

tp ≤ tp/√(1 − p²) ≤ F,

so 0 < p(F) ≤ F/t and p(F) → 0. Rearranging the balance gives

p(F)/F = 1/(t/√(1 − p(F)²) + u/2) → 1/(t + u/2).

In Lean, `p` is a function of the field, constrained only for F > 0, and `𝓝[>] 0` expresses the approach to zero from above. The proof squeezes `p` to zero, takes the limit of the right-hand side and uses the balance to identify it with `p F / F`.

```lean
/-- For `t > 0` and `u ≥ 0`, the ground polarization divided by the field tends to
`1 / (t + u/2)` as the field tends to zero from above. -/
theorem tendsto_polarizability {t u : ℝ} (ht : 0 < t) (hu : 0 ≤ u) {p : ℝ → ℝ}
    (hp : ∀ F, 0 < F → IsGroundPolarization (dimerEnergy t u F) (p F)) :
    Tendsto (fun F => p F / F) (𝓝[>] 0) (𝓝 (1 / (t + u / 2))) := by
  have key := fun F (hF : 0 < F) => ground_balance ht hu hF (hp F hF)
  -- hopping alone bounds the polarization by F / t
  have hbound : ∀ F, 0 < F → p F ≤ F / t := by
    intro F hF
    obtain ⟨⟨h0, h1⟩, hb⟩ := key F hF
    have hs1 : √(1 - p F ^ 2) ≤ 1 :=
      Real.sqrt_le_iff.2 ⟨zero_le_one, by nlinarith [sq_nonneg (p F)]⟩
    have h2 : t * p F ≤ t * p F / √(1 - p F ^ 2) := by
      rw [le_div_iff₀ (bond_pos ⟨by linarith, h1⟩)]
      exact mul_le_of_le_one_right (mul_pos ht h0).le hs1
    have h3 : 0 ≤ u / 2 * p F := mul_nonneg (by linarith) h0.le
    rw [le_div_iff₀ ht]
    linarith
  have hg : Tendsto (fun F : ℝ => F / t) (𝓝[>] 0) (𝓝 0) :=
    (Continuous.tendsto' (by fun_prop) 0 0 (by simp)).mono_left nhdsWithin_le_nhds
  have hp0 : Tendsto p (𝓝[>] 0) (𝓝 0) := by
    refine squeeze_zero' ?_ ?_ hg
    · filter_upwards [self_mem_nhdsWithin] with F hF
      exact (key F hF).1.1.le
    · filter_upwards [self_mem_nhdsWithin] with F hF
      exact hbound F hF
  have hc : Tendsto (fun x : ℝ => √(1 - x ^ 2)) (𝓝 0) (𝓝 1) :=
    Continuous.tendsto' (by fun_prop) 0 1 (by simp)
  have hs : Tendsto (fun F => √(1 - p F ^ 2)) (𝓝[>] 0) (𝓝 1) := hc.comp hp0
  have hne : t / 1 + u / 2 ≠ 0 := by positivity
  have h := (tendsto_const_nhds (x := (1 : ℝ))).div
    (((tendsto_const_nhds (x := t)).div hs one_ne_zero).add
      (tendsto_const_nhds (x := u / 2))) hne
  rw [div_one] at h
  -- the force balance identifies p / F with the expression whose limit is known
  refine h.congr' ?_
  filter_upwards [self_mem_nhdsWithin] with F hF
  change 1 / (t / √(1 - p F ^ 2) + u / 2) = p F / F
  have hF' : 0 < F := hF
  obtain ⟨⟨h0, h1⟩, hb⟩ := key F hF'
  have hden : 0 < t / √(1 - p F ^ 2) + u / 2 :=
    add_pos_of_pos_of_nonneg (div_pos ht (bond_pos ⟨by linarith, h1⟩)) (by linarith)
  rw [div_eq_div_iff hden.ne' hF'.ne']
  linear_combination -hb
```

## The corrected response

Subtracting u(1 + p²)/4 leaves

E_PZ(p) = −t√(1 − p²) − Fp,

which is the dimer energy at u = 0. The two preceding results then compare repulsion 0 with repulsion u > 0: the corrected polarization `pz F` exceeds `p F` at every positive field, and the limiting quotient rises from 1/(t + u/2) to 1/t.

```lean
/-- For `t > 0` and `u > 0`, the Perdew-Zunger correction strictly increases the ground
polarization at every field `F > 0`, and raises the zero-field polarizability from
`1 / (t + u/2)` to `1 / t`. -/
theorem pz_increases_polarizability {t u : ℝ} (ht : 0 < t) (hu : 0 < u) {p pz : ℝ → ℝ}
    (hp : ∀ F, 0 < F → IsGroundPolarization (dimerEnergy t u F) (p F))
    (hpz : ∀ F, 0 < F → IsGroundPolarization (pzEnergy t u F) (pz F)) :
    (∀ F, 0 < F → p F < pz F) ∧
      Tendsto (fun F => p F / F) (𝓝[>] 0) (𝓝 (1 / (t + u / 2))) ∧
      Tendsto (fun F => pz F / F) (𝓝[>] 0) (𝓝 (1 / t)) ∧
      1 / (t + u / 2) < 1 / t := by
  -- the corrected energy is the dimer energy without self-repulsion
  have e : ∀ F, pzEnergy t u F = dimerEnergy t 0 F := by
    intro F
    funext q
    simp only [pzEnergy, dimerEnergy, selfRepulsion]
    ring
  have hpz' : ∀ F, 0 < F → IsGroundPolarization (dimerEnergy t 0 F) (pz F) := by
    intro F hF
    rw [← e F]
    exact hpz F hF
  have h := tendsto_polarizability ht le_rfl hpz'
  rw [zero_div, add_zero] at h
  exact ⟨fun F hF => ground_lt_of_repulsion_lt ht le_rfl hu hF (hpz' F hF) (hp F hF),
    tendsto_polarizability ht hu.le hp, h, one_div_lt_one_div_of_lt ht (by linarith)⟩

end

end PerdewZungerDimer
```

```lean
#print axioms PerdewZungerDimer.dimerEnergy_le_orbitalEnergy
#print axioms PerdewZungerDimer.existsUnique_ground
#print axioms PerdewZungerDimer.ground_lt_of_repulsion_lt
#print axioms PerdewZungerDimer.pz_increases_polarizability
```

```
'PerdewZungerDimer.dimerEnergy_le_orbitalEnergy' depends on axioms: [propext, Classical.choice, Quot.sound]
'PerdewZungerDimer.existsUnique_ground' depends on axioms: [propext, Classical.choice, Quot.sound]
'PerdewZungerDimer.ground_lt_of_repulsion_lt' depends on axioms: [propext, Classical.choice, Quot.sound]
'PerdewZungerDimer.pz_increases_polarizability' depends on axioms: [propext, Classical.choice, Quot.sound]
```

## A worked field and a partial correction

Take t = 1.8, u = 3.5 and F = 2.4 in a common energy unit. Without the correction p = 0.6, because

1.8 · 0.6/0.8 + 1.75 · 0.6 = 1.35 + 1.05 = 2.4.

With it p = 0.8, because 1.8 · 0.8/0.6 = 2.4. The quotients p/F are 0.25 and about 0.33, while the zero-field limits are about 0.28 and 0.56. This field is too strong for either quotient to give the linear response accurately.

The same argument handles a scaled correction. Subtracting a fraction α of the self-repulsion, with 0 ≤ α ≤ 1, replaces u by (1 − α)u, so the polarizability becomes 1/(t + (1 − α)u/2), which grows with α when u > 0.
